# Least variance of an extrapolated Monte Carlo estimator from independent samples at fixed cost

A diffusion Monte Carlo run samples the product of a trial function and the projected ground state, so the average of an observable that does not commute with the Hamiltonian generally carries a bias of first order in the error of the trial function; a common remedy is to double this mixed average and subtract the average from a variational run. Both runs cost computer time, and for independent samples one can ask which division of a fixed budget gives the combination its smallest statistical variance.

```lean
import Mathlib

open MeasureTheory ProbabilityTheory

namespace ExtrapolatedEstimatorCost

noncomputable section

/-- The extrapolated estimator: twice the mean of `n` mixed samples minus the mean of `k`
variational samples, for `n` and `k` nonzero. -/
def extrapolated {Ω : Type*} {n k : ℕ} (X : Fin n → Ω → ℝ) (Y : Fin k → Ω → ℝ) : Ω → ℝ :=
  fun ω => 2 * ((∑ i, X i ω) / n) - (∑ j, Y j ω) / k

/-- The extrapolation variance for standard deviations `s` (mixed) and `r` (variational) and
sample numbers `n` and `k`, taken as nonzero reals. -/
def extrapolationVariance (s r n k : ℝ) : ℝ := 4 * s ^ 2 / n + r ^ 2 / k

/-- The pairs of positive sample numbers (mixed, variational) that use up the budget `C`
at costs `c` and `d` per sample. -/
def allocations (c d C : ℝ) : Set (ℝ × ℝ) :=
  {p | 0 < p.1 ∧ 0 < p.2 ∧ c * p.1 + d * p.2 = C}

/-- For pairwise independent, square-integrable samples, at least one of each kind, with means
`A`, `B` and standard deviations `s`, `r`, the extrapolated estimator has expectation `2A - B`
and variance `4s²/n + r²/k`. -/
theorem mean_and_variance_extrapolated {Ω : Type*} [MeasurableSpace Ω] (μ : Measure Ω)
    [IsProbabilityMeasure μ] {n k : ℕ} (hn : 0 < n) (hk : 0 < k)
    (X : Fin n → Ω → ℝ) (Y : Fin k → Ω → ℝ) {A B s r : ℝ}
    (hX : ∀ i, MemLp (X i) 2 μ) (hY : ∀ j, MemLp (Y j) 2 μ)
    (hind : Pairwise fun i j => IndepFun (Sum.elim X Y i) (Sum.elim X Y j) μ)
    (mX : ∀ i, ∫ ω, X i ω ∂μ = A) (mY : ∀ j, ∫ ω, Y j ω ∂μ = B)
    (vX : ∀ i, variance (X i) μ = s ^ 2) (vY : ∀ j, variance (Y j) μ = r ^ 2) :
    ∫ ω, extrapolated X Y ω ∂μ = 2 * A - B ∧
      variance (extrapolated X Y) μ = extrapolationVariance s r n k := by
  have h1 : (n : ℝ) * (n : ℝ)⁻¹ = 1 := mul_inv_cancel₀ (by positivity)
  have h2 : (k : ℝ) * (k : ℝ)⁻¹ = 1 := mul_inv_cancel₀ (by positivity)
  have hZ : ∀ i, MemLp (Sum.elim X Y i) 2 μ := by
    rintro (i | j)
    exacts [hX i, hY j]
  -- the estimator is one weighted sum over all samples
  let w : Fin n ⊕ Fin k → ℝ := Sum.elim (fun _ => 2 / (n : ℝ)) (fun _ => -1 / (k : ℝ))
  have hE : extrapolated X Y = ∑ i, w i • Sum.elim X Y i := by
    funext ω
    simp only [extrapolated, Finset.sum_apply, Pi.smul_apply, smul_eq_mul,
      Fintype.sum_sum_type, w, Sum.elim_inl, Sum.elim_inr, ← Finset.mul_sum]
    ring
  rw [hE]
  constructor
  · simp only [Finset.sum_apply, Pi.smul_apply, smul_eq_mul]
    rw [MeasureTheory.integral_finsetSum _
      (fun i _ => ((hZ i).integrable one_le_two).const_mul (w i))]
    simp only [integral_const_mul, Fintype.sum_sum_type, w, Sum.elim_inl, Sum.elim_inr,
      mX, mY, Finset.sum_const, Finset.card_univ, Fintype.card_fin, nsmul_eq_mul]
    linear_combination 2 * A * h1 - B * h2
  · -- independence removes all covariances
    rw [IndepFun.variance_sum (fun i _ => (hZ i).const_smul (w i))
      (fun i _ j _ hij => (hind hij).comp (measurable_const_mul (w i))
        (measurable_const_mul (w j)))]
    simp only [variance_smul, Fintype.sum_sum_type, w, Sum.elim_inl, Sum.elim_inr,
      vX, vY, Finset.sum_const, Finset.card_univ, Fintype.card_fin, nsmul_eq_mul,
      extrapolationVariance]
    linear_combination 4 * s ^ 2 * (n : ℝ)⁻¹ * h1 + r ^ 2 * (k : ℝ)⁻¹ * h2

/-- For nonnegative costs and positive sample numbers, cost times variance is a constant plus a
square divided by the product of the sample numbers. -/
theorem cost_mul_variance {s r c d n k : ℝ} (hc : 0 ≤ c) (hd : 0 ≤ d)
    (hn : 0 < n) (hk : 0 < k) :
    (c * n + d * k) * extrapolationVariance s r n k =
      (2 * s * √c + r * √d) ^ 2 + (2 * s * √d * k - r * √c * n) ^ 2 / (n * k) := by
  obtain ⟨a, ha, rfl⟩ : ∃ a, 0 ≤ a ∧ a ^ 2 = c := ⟨√c, Real.sqrt_nonneg c, Real.sq_sqrt hc⟩
  obtain ⟨b, hb, rfl⟩ : ∃ b, 0 ≤ b ∧ b ^ 2 = d := ⟨√d, Real.sqrt_nonneg d, Real.sq_sqrt hd⟩
  rw [Real.sqrt_sq ha, Real.sqrt_sq hb]
  unfold extrapolationVariance
  field_simp
  ring

/-- For positive `r`, costs and sample numbers, the variance equals `(2s√c + r√d)²` divided by
the cost exactly when `n/k = (2s/r)√(d/c)`. -/
theorem variance_eq_iff {s r c d n k : ℝ} (hr : 0 < r) (hc : 0 < c) (hd : 0 < d)
    (hn : 0 < n) (hk : 0 < k) :
    extrapolationVariance s r n k = (2 * s * √c + r * √d) ^ 2 / (c * n + d * k) ↔
      n / k = 2 * s / r * √(d / c) := by
  have hC : 0 < c * n + d * k := by positivity
  have hR : n / k = 2 * s / r * (√d / √c) ↔ 2 * s * √d * k - r * √c * n = 0 := by
    rw [div_mul_div_comm, div_eq_div_iff hk.ne' (by positivity)]
    constructor <;> intro h <;> linarith
  rw [Real.sqrt_div hd.le, hR, eq_div_iff hC.ne', mul_comm (extrapolationVariance s r n k),
    cost_mul_variance hc.le hd.le hn hk]
  constructor
  · intro h
    have h0 : (2 * s * √d * k - r * √c * n) ^ 2 / (n * k) = 0 := by linarith
    rcases div_eq_zero_iff.mp h0 with h | h
    · exact (pow_eq_zero_iff two_ne_zero).mp h
    · exact absurd h (by positivity)
  · intro h
    rw [h]
    simp

/-- For positive standard deviations, costs and budget, these explicit sample numbers are
positive, use up the budget and stand in the ratio `(2s/r)√(d/c)`. -/
theorem explicit_allocation {s r c d C : ℝ} (hs : 0 < s) (hr : 0 < r) (hc : 0 < c)
    (hd : 0 < d) (hC : 0 < C) :
    (2 * s * C / (√c * (2 * s * √c + r * √d)), r * C / (√d * (2 * s * √c + r * √d)))
        ∈ allocations c d C ∧
      2 * s * C / (√c * (2 * s * √c + r * √d)) / (r * C / (√d * (2 * s * √c + r * √d))) =
        2 * s / r * √(d / c) := by
  rw [Real.sqrt_div hd.le]
  obtain ⟨a, ha, rfl⟩ : ∃ a, 0 < a ∧ a ^ 2 = c := ⟨√c, Real.sqrt_pos.2 hc, Real.sq_sqrt hc.le⟩
  obtain ⟨b, hb, rfl⟩ : ∃ b, 0 < b ∧ b ^ 2 = d := ⟨√d, Real.sqrt_pos.2 hd, Real.sq_sqrt hd.le⟩
  rw [Real.sqrt_sq ha.le, Real.sqrt_sq hb.le]
  have hD : 0 < 2 * s * a + r * b := by positivity
  have e : ∀ x t D : ℝ, 0 < x → 0 < D → x ^ 2 * (t / (x * D)) = x * t / D := by
    intro x t D hx hD
    field_simp
  refine ⟨⟨by positivity, by positivity, ?_⟩, ?_⟩
  · change a ^ 2 * (2 * s * C / (a * (2 * s * a + r * b))) +
      b ^ 2 * (r * C / (b * (2 * s * a + r * b))) = C
    rw [e a _ _ ha hD, e b _ _ hb hD, ← add_div, div_eq_iff hD.ne']
    ring
  · field_simp

/-- For positive standard deviations, costs and budget, the least extrapolation variance is
`(2s√c + r√d)²/C`, and an allocation attains it exactly when `n/k = (2s/r)√(d/c)`. -/
theorem optimal_allocation {s r c d C : ℝ} (hs : 0 < s) (hr : 0 < r) (hc : 0 < c)
    (hd : 0 < d) (hC : 0 < C) :
    IsLeast ((fun p : ℝ × ℝ => extrapolationVariance s r p.1 p.2) '' allocations c d C)
        ((2 * s * √c + r * √d) ^ 2 / C) ∧
      ∀ p ∈ allocations c d C,
        (extrapolationVariance s r p.1 p.2 = (2 * s * √c + r * √d) ^ 2 / C ↔
          p.1 / p.2 = 2 * s / r * √(d / c)) := by
  have key : ∀ p ∈ allocations c d C,
      (extrapolationVariance s r p.1 p.2 = (2 * s * √c + r * √d) ^ 2 / C ↔
        p.1 / p.2 = 2 * s / r * √(d / c)) := by
    rintro p ⟨hn, hk, hb⟩
    rw [← hb]
    exact variance_eq_iff hr hc hd hn hk
  obtain ⟨hmem, hratio⟩ := explicit_allocation hs hr hc hd hC
  refine ⟨⟨⟨_, hmem, (key _ hmem).2 hratio⟩, ?_⟩, key⟩
  -- the lower bound: drop the square in the cost-variance identity
  rintro _ ⟨⟨n, k⟩, ⟨hn, hk, hb⟩, rfl⟩
  dsimp only at hn hk hb ⊢
  have hid := cost_mul_variance (s := s) (r := r) hc.le hd.le hn hk
  have hpos : 0 ≤ (2 * s * √d * k - r * √c * n) ^ 2 / (n * k) := by positivity
  rw [hb] at hid
  rw [div_le_iff₀ hC]
  linarith

/-- For positive standard deviations and costs, the least cost at which the extrapolation
variance does not exceed a target `ε > 0` is `(2s√c + r√d)²/ε`. -/
theorem least_cost_for_target {s r c d ε : ℝ} (hs : 0 < s) (hr : 0 < r) (hc : 0 < c)
    (hd : 0 < d) (hε : 0 < ε) :
    IsLeast {C | ∃ n k : ℝ, 0 < n ∧ 0 < k ∧ extrapolationVariance s r n k ≤ ε ∧
      C = c * n + d * k} ((2 * s * √c + r * √d) ^ 2 / ε) := by
  have hD : 0 < 2 * s * √c + r * √d := by positivity
  constructor
  · obtain ⟨⟨⟨⟨n, k⟩, ⟨hn, hk, hb⟩, hv⟩, _⟩, _⟩ :=
      optimal_allocation hs hr hc hd (div_pos (pow_pos hD 2) hε)
    have e : (2 * s * √c + r * √d) ^ 2 / ((2 * s * √c + r * √d) ^ 2 / ε) = ε := by
      field_simp
    exact ⟨n, k, hn, hk, (hv.trans e).le, hb.symm⟩
  · rintro _ ⟨n, k, hn, hk, hv, rfl⟩
    have hC : 0 < c * n + d * k := by positivity
    have hid := cost_mul_variance (s := s) (r := r) hc.le hd.le hn hk
    have hpos : 0 ≤ (2 * s * √d * k - r * √c * n) ^ 2 / (n * k) := by positivity
    have hle := mul_le_mul_of_nonneg_left hv hC.le
    rw [div_le_iff₀ hε]
    linarith

/-- With equal positive standard deviations `s`, equal positive costs `c` and a positive budget,
the least extrapolation variance is nine times `s²c/C`, attained exactly when `n = 2k`. -/
theorem equal_spreads_and_costs {s c C : ℝ} (hs : 0 < s) (hc : 0 < c) (hC : 0 < C) :
    IsLeast ((fun p : ℝ × ℝ => extrapolationVariance s s p.1 p.2) '' allocations c c C)
        (9 * (s ^ 2 * c / C)) ∧
      ∀ p ∈ allocations c c C,
        (extrapolationVariance s s p.1 p.2 = 9 * (s ^ 2 * c / C) ↔ p.1 = 2 * p.2) := by
  have h := optimal_allocation hs hs hc hc hC
  have e1 : (2 * s * √c + s * √c) ^ 2 / C = 9 * (s ^ 2 * c / C) := by
    linear_combination (9 * s ^ 2 / C) * Real.sq_sqrt hc.le
  have e2 : 2 * s / s * √(c / c) = 2 := by
    rw [div_self hc.ne', Real.sqrt_one, mul_one, mul_div_assoc, div_self hs.ne', mul_one]
  rw [e1, e2] at h
  exact ⟨h.1, fun p hp => (h.2 p hp).trans (div_eq_iff hp.2.1.ne')⟩

end

end ExtrapolatedEstimatorCost
```

```lean
#print axioms ExtrapolatedEstimatorCost.mean_and_variance_extrapolated
#print axioms ExtrapolatedEstimatorCost.least_cost_for_target
#print axioms ExtrapolatedEstimatorCost.equal_spreads_and_costs
```

```
'ExtrapolatedEstimatorCost.mean_and_variance_extrapolated' depends on axioms: [propext, Classical.choice, Quot.sound]
'ExtrapolatedEstimatorCost.least_cost_for_target' depends on axioms: [propext, Classical.choice, Quot.sound]
'ExtrapolatedEstimatorCost.equal_spreads_and_costs' depends on axioms: [propext, Classical.choice, Quot.sound]
```

## The smallest variance and the split that gives it

Let one mixed sample have standard deviation $s>0$ and cost $c>0$, and one variational sample standard deviation $r>0$ and cost $d>0$. With $n$ mixed and $k$ variational samples, the extrapolated estimator has variance

$$V(n,k)=\frac{4s^2}{n}+\frac{r^2}{k}.$$

The theorem `optimal_allocation` lets $n$ and $k$ range over the positive real numbers with $cn+dk=C$, where $C>0$ is the budget. It states that the least value of $V$ is

$$V_{\min}=\frac{(2s\sqrt c+r\sqrt d)^2}{C},$$

and that an allocation reaches it exactly when

$$\frac nk=\frac{2s}{r}\sqrt{\frac dc}.$$

Two consequences are proved as well. By `least_cost_for_target`, the least cost at which the variance does not exceed a target $\varepsilon>0$ is $(2s\sqrt c+r\sqrt d)^2/\varepsilon$. By `equal_spreads_and_costs`, if $r=s$ and $d=c$, the least variance is $9s^2c/C$, reached exactly at $n=2k$. A plain mean of $C/c$ independent mixed samples would have variance $s^2c/C$, so in this case extrapolation with the best split triples the error bar at equal cost, and any other split enlarges it further.

For expectation values such as densities in quantum Monte Carlo, the result gives a rule for dividing computer time between the two runs, provided that the samples are independent and that their spreads and costs are known.

## Samples, costs and budget in Lean

The function `extrapolated X Y` is the estimator itself. The families `X` and `Y` hold the mixed and the variational samples as real random variables on one probability space, with `n` and `k` natural numbers. The letters $A$ and $B$ denote the means of a mixed and a variational sample; they are numbers, not operators.

The theorem `mean_and_variance_extrapolated` derives the expectation $2A-B$ and the variance formula from assumptions on the samples:

- There is at least one sample of each kind, and `MemLp … 2 μ` says that every sample is square-integrable.
- All mixed samples share the mean $A$ and the variance $s^2$, and all variational samples share $B$ and $r^2$.
- Any two different samples are independent, including one from each run. This is the hypothesis `hind`, in which `Sum.elim X Y` joins the two families into one.

The function `extrapolationVariance s r n k` is $V(n,k)$ with real sample numbers, and `allocations c d C` is the set of positive pairs that spend exactly the budget. In `optimal_allocation`, the image of this set under the variance is the set of attainable variances. `IsLeast` says that the stated value belongs to that set and is a lower bound for it.

The step from this model to a real calculation is the independence of the samples. Successive configurations of a random walk are correlated, and the hypotheses describe data that have already been thinned or blocked until the correlation is negligible, with $c$ and $d$ the costs, and $s$ and $r$ the standard deviations, of one such thinned sample or block mean. The costs are proportional to the sample numbers, so a fixed expense such as equilibration has to be subtracted from the budget beforehand.

Sample numbers in a run are whole, whereas the minimum is taken over real ones. The lower bound applies to whole numbers that spend the budget, since they are among the allowed pairs, but the optimal pair need not be whole.

The theorems concern statistical error only. That $2A-B$ differs from the expectation value in the projected ground state only at second order in the deviation of the trial function from that state is the usual reason for extrapolating, and it plays no part in the proofs.

## The variance of the combined estimator

Write the estimator as one weighted sum, in which each mixed sample $X_i$ has weight $2/n$ and each variational sample $Y_j$ has weight $-1/k$:

$$E=\sum_{i}\frac2n X_i-\sum_{j}\frac1k Y_j .$$

Expectation is linear, so

$$\langle E\rangle=n\cdot\frac2n A-k\cdot\frac1k B=2A-B.$$

Independence removes every covariance, and each weight enters the variance squared:

$$\operatorname{Var}E=n\cdot\frac{4}{n^2}s^2+k\cdot\frac1{k^2}r^2=\frac{4s^2}{n}+\frac{r^2}{k}.$$

The minus sign in front of the variational mean therefore does not reduce the noise.

The Lean proof takes the same route. The weights are `w`, and `hE` rewrites the estimator as the weighted sum over the joined family. `integral_finsetSum` supplies linearity. `IndepFun.variance_sum` turns the variance of the sum into a sum of variances, for which pairwise independence is enough, and `variance_smul` squares the weights. The two `linear_combination` steps cancel $n$ and $k$ against their inverses.

## Cost times variance as a constant plus a square

Multiply the cost by the variance:

$$(cn+dk)\left(\frac{4s^2}{n}+\frac{r^2}{k}\right)=4s^2c+r^2d+4s^2d\,\frac kn+r^2c\,\frac nk .$$

The first two terms on the right are part of

$$(2s\sqrt c+r\sqrt d)^2=4s^2c+r^2d+4sr\sqrt{cd}.$$

Subtracting this constant leaves

$$4s^2d\,\frac kn+r^2c\,\frac nk-4sr\sqrt{cd}
=\frac{4s^2d\,k^2-4sr\sqrt{cd}\,nk+r^2c\,n^2}{nk}
=\frac{(2s\sqrt d\,k-r\sqrt c\,n)^2}{nk}.$$

Hence

$$(cn+dk)\,V(n,k)=(2s\sqrt c+r\sqrt d)^2+\frac{(2s\sqrt d\,k-r\sqrt c\,n)^2}{nk}.$$

This is `cost_mul_variance`. Its proof replaces $c$ and $d$ by squares $a^2$ and $b^2$ of nonnegative numbers, which removes the square roots; `field_simp` then clears the denominators and `ring` compares the polynomials.

## Where the minimum lies

On the budget line $cn+dk=C$, the last term of the identity is nonnegative, so $C\,V(n,k)\ge(2s\sqrt c+r\sqrt d)^2$. Division by $C$ gives the lower bound.

Equality holds exactly when the square vanishes, that is, when $r\sqrt c\,n=2s\sqrt d\,k$. Dividing by $r\sqrt c\,k$ gives the stated ratio. In `variance_eq_iff`, the auxiliary equivalence `hR` is this cross-multiplication, and the identity does the rest.

It remains to find a pair on the budget line with this ratio. With $D=2s\sqrt c+r\sqrt d$, take

$$n_*=\frac{2sC}{\sqrt c\,D},\qquad k_*=\frac{rC}{\sqrt d\,D}.$$

Both are positive, and they spend the budget:

$$cn_*+dk_*=\frac{2s\sqrt c\,C}{D}+\frac{r\sqrt d\,C}{D}=C.$$

Their ratio is

$$\frac{n_*}{k_*}=\frac{2s\sqrt d}{r\sqrt c}=\frac{2s}{r}\sqrt{\frac dc}.$$

The lemma `explicit_allocation` checks these facts. In `optimal_allocation`, the statement `key` carries the equality condition over to the budget line. Applied to the explicit pair, it shows that the minimum is attained; the remaining lines drop the nonnegative square to obtain the lower bound.

The two terms in $cn_*+dk_*$ also show how the money is divided: the mixed and variational runs receive shares in the proportion $2s\sqrt c$ to $r\sqrt d$. The factor 2 comes from the doubled mixed average.

## A prescribed error and the case of equal samples

Suppose that the variance must not exceed $\varepsilon$. For any positive $n$ and $k$ that meet this target, the identity gives

$$(cn+dk)\,\varepsilon\ge(cn+dk)\,V(n,k)\ge D^2,$$

so the cost is at least $D^2/\varepsilon$. Conversely, the optimal allocation for the budget $C=D^2/\varepsilon$ has variance $D^2/C=\varepsilon$. The proof of `least_cost_for_target` contains these two halves: it obtains the allocation from `optimal_allocation` and the bound from `cost_mul_variance`.

For $r=s$ and $d=c$ one has $D=3s\sqrt c$, so $D^2/C=9s^2c/C$, and the optimal ratio becomes $n/k=2$. In `equal_spreads_and_costs`, the equations `e1` and `e2` are these two simplifications of the general theorem.
